# Derivative of the ultrasoft Berry phase at fixed orbitals and invertible overlaps

The Berry phase of a string of k-points is an angle, fixed only up to multiples of 2π, so a branch must be chosen before it can be differentiated. Here the phase is measured relative to the geometry t at which the derivative is taken. The ratio of determinants then equals 1 at t, far from the branch cut of the argument.

The real parameter s moves the ions along one path. The finite index types are `G` for plane waves, `p` for projectors, `n` for occupied bands and `ι` for the links k of the string.

In Lean 4 with Mathlib:

```lean
import Mathlib

open Matrix

namespace UltrasoftBerryForce

noncomputable section

variable {a b c G p n ι : Type*} [Fintype a] [Fintype b] [Fintype c]
  [Fintype G] [Fintype p] [Fintype n] [Fintype ι] [DecidableEq n]
```

## The overlap matrices and their phase

A prime denotes the derivative at t, taken entry by entry:

M'ᵢⱼ = dMᵢⱼ/ds at s = t.

```lean
/-- The matrix `M'` is the entrywise derivative of the matrix path `M` at `t`. -/
def EntryDeriv (M : ℝ → Matrix a b ℂ) (M' : Matrix a b ℂ) (t : ℝ) : Prop :=
  ∀ i j, HasDerivAt (fun s => M s i j) (M' i j) t
```

For one link, the columns of C and D hold the orbitals at its two k-points, and B and A hold the projectors there. Q holds the Fourier components of the augmentation charges at the separation of the two k-points, and E is the plane-wave part, the identity in a common orthonormal basis. The overlap is

M = Cᴴ (E + B Q Aᴴ) D.

```lean
/-- The ultrasoft overlap matrix `Cᴴ (E + B Q Aᴴ) D` between the orbitals `C` and `D` of two
neighbouring k-points. -/
def overlap (C : Matrix G n ℂ) (E : Matrix G G ℂ) (B : Matrix G p ℂ) (Q : Matrix p p ℂ)
    (A : Matrix G p ℂ) (D : Matrix G n ℂ) : Matrix n n ℂ :=
  Cᴴ * (E + B * Q * Aᴴ) * D
```

With C, D and E fixed, only three factors can change. The expected response is

M' = Cᴴ (B' Q Aᴴ + B Q' Aᴴ + B Q A'ᴴ) D.

```lean
/-- The response of the overlap to changes `B'`, `Q'`, `A'` of the projectors and augmentation
charges at fixed orbitals. -/
def response (C : Matrix G n ℂ) (B : Matrix G p ℂ) (Q : Matrix p p ℂ) (A : Matrix G p ℂ)
    (D : Matrix G n ℂ) (B' : Matrix G p ℂ) (Q' : Matrix p p ℂ) (A' : Matrix G p ℂ) :
    Matrix n n ℂ :=
  Cᴴ * (B' * Q * Aᴴ + B * Q' * Aᴴ + B * Q * A'ᴴ) * D
```

The string enters through the product of its determinants, ∏ₖ det Mₖ. For the phase of this product to be a Berry phase, the string must close: the orbitals D of each link are the C of the next, and those of the last link are the C of the first, with the plane waves relabelled by a reciprocal-lattice vector if the string crosses the Brillouin zone. The theorems below don't need this condition.

```lean
/-- The product of the overlap determinants along a string of k-points. -/
def stringDet (M : ι → Matrix n n ℂ) : ℂ := ∏ k, (M k).det
```

The phase change from t to s is therefore

φ(s) = arg( ∏ₖ det Mₖ(s) / ∏ₖ det Mₖ(t) ).

```lean
/-- The Berry phase at `s` relative to that at `t`, in `(-π, π]`; this is meaningful only where the
string determinants at `s` and `t` are nonzero. -/
def phaseChange (M : ι → ℝ → Matrix n n ℂ) (t s : ℝ) : ℝ :=
  (stringDet (fun k => M k s) / stringDet (fun k => M k t)).arg
```

## From the determinant to the trace

Each entry of a matrix product is a finite sum of products, so the ordinary product rule gives (MN)' = M'N + MN'.

```lean
omit [Fintype a] [Fintype c] in
/-- The product rule for matrix paths. -/
theorem EntryDeriv.mul {M : ℝ → Matrix a b ℂ} {N : ℝ → Matrix b c ℂ} {M' : Matrix a b ℂ}
    {N' : Matrix b c ℂ} {t : ℝ} (hM : EntryDeriv M M' t) (hN : EntryDeriv N N' t) :
    EntryDeriv (fun s => M s * N s) (M' * N t + M t * N') t := by
  intro i k
  have h := HasDerivAt.fun_sum (u := Finset.univ)
    (fun j _ => (hM i j).fun_mul (hN j k))
  simpa only [Matrix.mul_apply, Matrix.add_apply, Finset.sum_add_distrib] using h
```

Now let N(s) be a square path with N(t) = 1, and expand

det N = Σ_σ sgn(σ) ∏ᵢ N_{σ(i) i}.

Differentiating replaces one factor at a time by its derivative. For σ = 1 the other factors are all 1, which leaves Σᵢ N'ᵢᵢ = tr N'. Any other σ moves at least two indices, so a zero off-diagonal factor survives and the term vanishes. The proof makes the same split with `split_ifs`.

```lean
/-- At a point where a matrix path passes through the identity, its determinant changes at the
rate given by the trace of the derivative. -/
theorem EntryDeriv.det_at_one {N : ℝ → Matrix n n ℂ} {N' : Matrix n n ℂ} {t : ℝ}
    (h : EntryDeriv N N' t) (h1 : N t = 1) :
    HasDerivAt (fun s => (N s).det) N'.trace t := by
  have hp : ∀ σ : Equiv.Perm n, HasDerivAt
      (fun s => ((Equiv.Perm.sign σ : ℤ) : ℂ) * ∏ i, N s (σ i) i)
      (if σ = 1 then N'.trace else 0) t := by
    intro σ
    have hd := (HasDerivAt.fun_finsetProd (u := Finset.univ)
      (fun i _ => h (σ i) i)).const_mul ((Equiv.Perm.sign σ : ℤ) : ℂ)
    refine hd.congr_deriv ?_
    simp only [h1]
    split_ifs with hσ
    · subst hσ
      have ho : ∀ i, ∏ j ∈ Finset.univ.erase i,
          (1 : Matrix n n ℂ) ((1 : Equiv.Perm n) j) j = 1 :=
        fun i => Finset.prod_eq_one fun j _ => Matrix.one_apply_eq j
      simp only [ho, one_smul, Equiv.Perm.sign_one, Units.val_one, Int.cast_one, one_mul]
      rfl
    · -- a permutation other than the identity moves at least two indices
      have hz : ∀ i, ∏ j ∈ Finset.univ.erase i, (1 : Matrix n n ℂ) (σ j) j = 0 := by
        intro i
        obtain ⟨j, hji, hj⟩ : ∃ j, j ≠ i ∧ σ j ≠ j := by
          by_contra hn
          have hfix : ∀ j, j ≠ i → σ j = j :=
            fun j hj => by_contra fun h' => hn ⟨j, hj, h'⟩
          have hi : σ i = i := by_contra fun h' => h' (σ.injective (hfix _ h'))
          refine hσ (Equiv.ext fun j => ?_)
          by_cases hj : j = i
          · subst hj
            exact hi
          · exact hfix j hj
        exact Finset.prod_eq_zero (Finset.mem_erase.mpr ⟨hji, Finset.mem_univ j⟩)
          (Matrix.one_apply_ne hj)
      simp only [hz, zero_smul, Finset.sum_const_zero, mul_zero]
  have hs := HasDerivAt.fun_sum (u := Finset.univ) (fun σ _ => hp σ)
  simp only [Finset.sum_ite_eq', Finset.mem_univ, if_true] at hs
  simp only [Matrix.det_apply']
  exact hs
```

Apply this to Nₖ(s) = Mₖ(t)⁻¹ Mₖ(s), which is the identity at t. Its determinant is det Mₖ(s) / det Mₖ(t), with derivative tr(Mₖ⁻¹ M'ₖ). The product r(s) = ∏ₖ det Nₖ(s) has r(t) = 1, so

r'(t) = Σₖ tr(Mₖ⁻¹ M'ₖ),
φ'(t) = Im (log r)'(t) = Im Σₖ tr(Mₖ⁻¹ M'ₖ).

The hypothesis `hM` requires every determinant to be nonzero at t: no nonzero combination of occupied states at one k-point may have zero overlap with all those at the next. In the proof, `he` rewrites the argument as the imaginary part of a logarithm, and `clog_real` differentiates it.

```lean
/-- The derivative of the Berry phase of a string of invertible overlap matrices is the
imaginary part of the summed traces of `M⁻¹ M'`. -/
theorem phaseChange_deriv {M : ι → ℝ → Matrix n n ℂ} {M' : ι → Matrix n n ℂ} {t : ℝ}
    (h : ∀ k, EntryDeriv (M k) (M' k) t) (hM : ∀ k, (M k t).det ≠ 0) :
    HasDerivAt (phaseChange M t) (∑ k, ((M k t)⁻¹ * M' k).trace).im t := by
  classical
  have hone : ∀ k, (M k t)⁻¹ * M k t = 1 :=
    fun k => Matrix.nonsing_inv_mul _ (isUnit_iff_ne_zero.mpr (hM k))
  have hd : ∀ k, HasDerivAt (fun s => ((M k t)⁻¹ * M k s).det)
      ((M k t)⁻¹ * M' k).trace t := by
    intro k
    have hc : EntryDeriv (fun _ => (M k t)⁻¹) 0 t := fun i j => hasDerivAt_const _ _
    have hm := hc.mul (h k)
    rw [Matrix.zero_mul, zero_add] at hm
    exact hm.det_at_one (hone k)
  have hp := HasDerivAt.fun_finsetProd (u := Finset.univ) (fun k _ => hd k)
  simp only [hone, Matrix.det_one, Finset.prod_const_one, one_smul] at hp
  -- the argument is the imaginary part of the logarithm, smooth near ratio one
  have he : phaseChange M t =
      fun s => (Complex.log (∏ k, ((M k t)⁻¹ * M k s).det)).im := by
    funext s
    simp only [phaseChange, stringDet, Complex.log_im, ← Finset.prod_div_distrib]
    congr 1
    refine Finset.prod_congr rfl fun k _ => ?_
    rw [Matrix.det_mul, Matrix.det_nonsing_inv, Ring.inverse_eq_inv', div_eq_inv_mul]
  have hl := hp.clog_real (by
    simp only [hone, Matrix.det_one, Finset.prod_const_one]
    exact Complex.one_mem_slitPlane)
  have hi := Complex.imCLM.hasFDerivAt.comp_hasDerivAt t hl
  rw [he]
  refine HasDerivAt.congr_deriv hi ?_
  simp only [hone, Matrix.det_one, Finset.prod_const_one, div_one, Complex.imCLM_apply]
```

## The ultrasoft response

Two uses of the product rule differentiate B Q Aᴴ. Conjugation commutes with a derivative in a real parameter, so (Aᴴ)' = A'ᴴ. The constants C, D and E contribute nothing.

```lean
omit [Fintype n] [DecidableEq n] in
/-- At fixed orbitals, the ultrasoft overlap changes through the two sets of projectors and
the augmentation charges. -/
theorem overlap_deriv (C D : Matrix G n ℂ) (E : Matrix G G ℂ) {B A : ℝ → Matrix G p ℂ}
    {Q : ℝ → Matrix p p ℂ} {B' A' : Matrix G p ℂ} {Q' : Matrix p p ℂ} {t : ℝ}
    (hB : EntryDeriv B B' t) (hQ : EntryDeriv Q Q' t) (hA : EntryDeriv A A' t) :
    EntryDeriv (fun s => overlap C E (B s) (Q s) (A s) D)
      (response C (B t) (Q t) (A t) D B' Q' A') t := by
  have hAs : EntryDeriv (fun s => (A s)ᴴ) A'ᴴ t := fun i j => (hA j i).star
  have hX := (hB.mul hQ).mul hAs
  have hE : EntryDeriv (fun s => E + B s * Q s * (A s)ᴴ)
      ((B' * Q t + B t * Q') * (A t)ᴴ + B t * Q t * A'ᴴ) t :=
    fun i j => (hX i j).const_add (E i j)
  have hC : EntryDeriv (fun _ => Cᴴ) 0 t := fun i j => hasDerivAt_const _ _
  have hD : EntryDeriv (fun _ => D) 0 t := fun i j => hasDerivAt_const _ _
  have h := (hC.mul hE).mul hD
  simpa only [overlap, response, Matrix.zero_mul, Matrix.mul_zero, zero_add, add_zero,
    Matrix.add_mul] using h
```

Inserting this response into the phase derivative gives the main result. If the field energy is −κφ with constant κ, then κφ' is its explicit contribution to the force along the path, for one string at fixed orbitals. The force from the orthonormality constraint, whose ultrasoft overlap operator also moves with the ions, is not modelled.

```lean
/-- The derivative of the ultrasoft Berry phase at fixed orbitals is the imaginary part of the
summed traces of the inverse overlap times the projector and augmentation response. -/
theorem ultrasoft_phase_deriv (C D : ι → Matrix G n ℂ) (E : ι → Matrix G G ℂ)
    {B A : ι → ℝ → Matrix G p ℂ} {Q : ι → ℝ → Matrix p p ℂ}
    {B' A' : ι → Matrix G p ℂ} {Q' : ι → Matrix p p ℂ} {t : ℝ}
    (hB : ∀ k, EntryDeriv (B k) (B' k) t) (hQ : ∀ k, EntryDeriv (Q k) (Q' k) t)
    (hA : ∀ k, EntryDeriv (A k) (A' k) t)
    (hM : ∀ k, (overlap (C k) (E k) (B k t) (Q k t) (A k t) (D k)).det ≠ 0) :
    HasDerivAt (phaseChange (fun k s => overlap (C k) (E k) (B k s) (Q k s) (A k s) (D k)) t)
      (∑ k, ((overlap (C k) (E k) (B k t) (Q k t) (A k t) (D k))⁻¹ *
        response (C k) (B k t) (Q k t) (A k t) (D k) (B' k) (Q' k) (A' k)).trace).im t :=
  phaseChange_deriv (fun k => overlap_deriv (C k) (D k) (E k) (hB k) (hQ k) (hA k)) hM
```

## A rigidly displaced ion

Let B, Q and A contain only the moving ion's channels; the other ions' fixed terms can go into E. For a displacement along one axis, K is the diagonal matrix of the components of k + G, where k is now the wavevector at the first end of the link and G runs over the reciprocal-lattice vectors of the basis. The number d is the component of the k-point separation along that axis. The phases of a rigid translation give the rates

B' = −iKB, Q' = −idQ, A' = −i(K + d)A.

The theorem takes these rates as input and needs only Kᴴ = K. With X = B Q Aᴴ,

−iKX − idX + iX(K + d) = −i(KX − XK).

The augmentation charge moves without changing shape, but its Fourier component at the k-point separation changes phase unless the displacement is perpendicular to that separation (d = 0). This is the origin of Q'. Leaving it out would leave a spurious term +idX. The tactic `module` checks the cancellation.

```lean
omit [Fintype n] [DecidableEq n] in
/-- Let the projectors change at the rates `-i K B` and `-i (K + d) A` and the augmentation
charges at the rate `-i d Q`, with `K` Hermitian and `d` the k-point spacing. The overlap
response is then the commutator `-i [K, B Q Aᴴ]` taken between the orbitals. -/
theorem response_commutator (C D : Matrix G n ℂ) (B A : Matrix G p ℂ) (Q : Matrix p p ℂ)
    (K : Matrix G G ℂ) (hK : Kᴴ = K) (d : ℝ) :
    response C B Q A D (-Complex.I • (K * B)) (-(Complex.I * d) • Q)
        (-Complex.I • (K * A + (d : ℂ) • A))
      = Cᴴ * (-Complex.I • (K * (B * Q * Aᴴ) - B * Q * Aᴴ * K)) * D := by
  have hI : star (-Complex.I) = Complex.I := by simp
  have hd : star (d : ℂ) = d := Complex.conj_ofReal d
  have hs : (-Complex.I • (K * A + (d : ℂ) • A))ᴴ
      = Complex.I • (Aᴴ * K + (d : ℂ) • Aᴴ) := by
    rw [Matrix.conjTranspose_smul, Matrix.conjTranspose_add, Matrix.conjTranspose_mul,
      Matrix.conjTranspose_smul, hK, hI, hd]
  -- the terms carrying the k-point spacing cancel
  have key : (-Complex.I • (K * B)) * Q * Aᴴ + B * (-(Complex.I * d) • Q) * Aᴴ
      + B * Q * (Complex.I • (Aᴴ * K + (d : ℂ) • Aᴴ))
      = -Complex.I • (K * (B * Q * Aᴴ) - B * Q * Aᴴ * K) := by
    simp only [Matrix.smul_mul, Matrix.mul_smul, Matrix.mul_add, Matrix.mul_assoc]
    module
  rw [response, hs, key]

end

end UltrasoftBerryForce
```

```lean
#print axioms UltrasoftBerryForce.ultrasoft_phase_deriv
-- 'UltrasoftBerryForce.ultrasoft_phase_deriv' depends on axioms: [propext, Classical.choice, Quot.sound]
#print axioms UltrasoftBerryForce.response_commutator
-- 'UltrasoftBerryForce.response_commutator' depends on axioms: [propext, Classical.choice, Quot.sound]
```

## Two plane waves and one projector

Take one band and a single link of a string, so that φ' below is the contribution of this link, with K = diag(0, 1), E = 1, Q = 1, B = A = (1, 1)ᵀ, C = (1, 0)ᵀ and D = (1, 1)ᵀ/√2. Every entry of X is 1, so

M = (2 + 1)/√2 = 3/√2,
M' = i/√2,
φ' = Im(i/3) = 1/3.

The spacing d does not enter, and the scale of the orbitals cancels in M⁻¹M'. Following the translation phases directly from t = 0 gives M(s) = (2 + eⁱˢ)/√2, which has the same phase derivative at s = 0.
